# Charge conjugation takes a Dirac state of energy E at (p, e) to one of energy −E at (−p, −e)

## A particle at rest in a constant potential

Take a Dirac particle with mass m and charge e, at rest in a constant scalar potential φ, with ħ = c = 1. Its Hamiltonian is diagonal:

H = diag(m + eφ, m + eφ, −m + eφ, −m + eφ).

The first basis spinor u₁ = (1, 0, 0, 0) has energy m + eφ. Let C be the real matrix that sends u₁ to the fourth basis spinor u₄, u₂ to −u₃, u₃ to −u₂ and u₄ to u₁. Then Cu₁ = u₄ has energy −m + eφ, which is not the negative of m + eφ unless eφ = 0. If the sign of the charge is also reversed, u₄ has energy −m − eφ, and this is the exact negative.

So C exchanges the two signs of the mass term, and the reversal of e takes care of the potential. With momentum and a vector potential A present, the Hamiltonian is

H(p,e) = α·(p − eA) + βm + eφ,

and the same mechanism works once complex conjugation is included and p is reversed too. The central identity is

C conj(H(p,e)) = −H(−p,−e) C, with C = iβα₂,

where conj conjugates every matrix entry.

In four-component electronic structure, this algebra connects negative-energy electron solutions with states of the opposite charge; the model here is a single non-interacting particle at one momentum in constant potentials. It contains neither position-dependent fields nor the charge conjugation operator of quantum field theory.

## The standard representation

The first assumption is a choice of basis for spinor space: α₁, α₂, α₃ and β are the explicit standard matrices. In the code the three α matrices are `alpha 0`, `alpha 1` and `alpha 2`, so α₂ is `alpha 1`. The components of p and A are shifted in the same way.

In Lean 4 with Mathlib:

```lean
import Mathlib

open Matrix

namespace DiracChargeConjugation

noncomputable section

/-- The three Dirac matrices `α₁, α₂, α₃` in the standard representation
(indexed by `0, 1, 2`). -/
def alpha : Fin 3 → Matrix (Fin 4) (Fin 4) ℂ :=
  ![!![0, 0, 0, 1; 0, 0, 1, 0; 0, 1, 0, 0; 1, 0, 0, 0],
    !![0, 0, 0, -Complex.I; 0, 0, Complex.I, 0; 0, -Complex.I, 0, 0; Complex.I, 0, 0, 0],
    !![0, 0, 1, 0; 0, 0, 0, -1; 1, 0, 0, 0; 0, -1, 0, 0]]

/-- The Dirac matrix `β` in the standard representation. -/
def beta : Matrix (Fin 4) (Fin 4) ℂ :=
  !![1, 0, 0, 0; 0, 1, 0, 0; 0, 0, -1, 0; 0, 0, 0, -1]
```

The Hamiltonian takes m, φ, A, p and e as real inputs. The momentum is a triple of numbers and not a differential operator, so each choice of inputs gives one 4×4 matrix.

```lean
/-- The Dirac Hamiltonian `α·(p - eA) + βm + eφ` for mass `m`, scalar potential `φ`,
vector potential `A`, momentum `p` and charge `e`, in units with `ħ = c = 1`. -/
def diracH (m φ : ℝ) (A p : Fin 3 → ℝ) (e : ℝ) : Matrix (Fin 4) (Fin 4) ℂ :=
  ∑ i, ((p i - e * A i : ℝ) : ℂ) • alpha i + (m : ℂ) • beta + ((e * φ : ℝ) : ℂ) • 1

/-- The charge conjugation matrix `C = i β α₂`. -/
def chargeC : Matrix (Fin 4) (Fin 4) ℂ := Complex.I • (beta * alpha 1)
```

By hand, the basis enters through the reality pattern: α₁, α₃ and β are real, while α₂ is imaginary. The rest follows from two algebraic properties: the four matrices anticommute pairwise, and each squares to 1. The factor i makes C real, and

C² = i²βα₂βα₂ = β²α₂² = 1.

For k = 1 or 3, moving αₖ to the left past α₂ and then β gives two sign changes:

C conj(αₖ) = iβα₂αₖ = αₖ(iβα₂) = αₖC.

For α₂, the sign from conjugation cancels the single sign from passing β:

C conj(α₂) = −iβα₂α₂ = α₂(iβα₂) = α₂C.

For β there is one sign change, from passing α₂:

C conj(β) = iβα₂β = −β(iβα₂) = −βC.

The proof obtains the same relations from the entries. `chargeC_eq` writes C out, and the next three theorems check its reality and square, its relation to each α matrix, and its relation to β. In each case `fin_cases` runs through the matrix positions and `simp` evaluates them.

```lean
/-- The explicit entries of the charge conjugation matrix. -/
theorem chargeC_eq :
    chargeC = !![0, 0, 0, 1; 0, 0, -1, 0; 0, -1, 0, 0; 1, 0, 0, 0] := by
  ext a b
  fin_cases a <;> fin_cases b <;>
    simp [chargeC, beta, alpha]

/-- The charge conjugation matrix is real and squares to one. -/
theorem chargeC_real_and_sq :
    chargeC.map (starRingEnd ℂ) = chargeC ∧ chargeC * chargeC = 1 := by
  rw [chargeC_eq]
  constructor <;> ext a b <;> fin_cases a <;> fin_cases b <;>
    simp [Matrix.mul_apply, Fin.sum_univ_succ]

/-- Complex conjugation followed by `C` preserves each `αᵢ`: `C conj(αᵢ) = αᵢ C`. -/
theorem chargeC_alpha (i : Fin 3) :
    chargeC * (alpha i).map (starRingEnd ℂ) = alpha i * chargeC := by
  rw [chargeC_eq]
  fin_cases i <;> ext a b <;> fin_cases a <;> fin_cases b <;>
    simp [alpha, Matrix.mul_apply, Fin.sum_univ_succ]

/-- Complex conjugation followed by `C` reverses the mass matrix: `C conj(β) = -β C`. -/
theorem chargeC_beta :
    chargeC * beta.map (starRingEnd ℂ) = -(beta * chargeC) := by
  rw [chargeC_eq]
  ext a b
  fin_cases a <;> fin_cases b <;>
    simp [beta, Matrix.mul_apply, Fin.sum_univ_succ]
```

The anticommutation relations alone would not be enough for this formula for C. If the names α₁ and α₂ are exchanged, all those relations survive, but the second matrix is now real and the first imaginary. The product of i, β and the new α₂ then gives the wrong sign when it is moved past the new α₁. In a general basis reached by a unitary U, the matrix that does the work is UCUᵀ, which need not equal iβα₂ formed from the transformed matrices.

## Real parameters, with momentum and charge both reversed

Real m, φ, A, p and e describe a particle with real mass and charge in real external potentials. By hand, this is what allows conjugation to pass over the coefficients and act only on the Dirac matrices:

C conj(H(p,e)) = Σₖ (pₖ − eAₖ) C conj(αₖ) + m C conj(β) + eφ C
= [α·(p − eA) − βm + eφ] C.

Reversing p and e in the Hamiltonian gives

H(−p,−e) = α·(−p + eA) + βm − eφ,

and its negative is exactly the bracket above. The mass term gets its sign from C, and the other two terms get theirs from the reversed parameters.

```lean
/-- Charge conjugation of the Dirac Hamiltonian: `C conj(H(p,e)) = -H(-p,-e) C`. -/
theorem charge_conjugation (m φ : ℝ) (A p : Fin 3 → ℝ) (e : ℝ) :
    chargeC * (diracH m φ A p e).map (starRingEnd ℂ)
      = -diracH m φ A (-p) (-e) * chargeC := by
  -- the parameters are real, so conjugation acts only on the Dirac matrices
  have hconj : (diracH m φ A p e).map (starRingEnd ℂ)
      = ∑ i, ((p i - e * A i : ℝ) : ℂ) • (alpha i).map (starRingEnd ℂ)
        + (m : ℂ) • beta.map (starRingEnd ℂ) + ((e * φ : ℝ) : ℂ) • 1 := by
    ext a b
    rcases eq_or_ne a b with rfl | h
    · simp [diracH, Fin.sum_univ_three]
    · simp [diracH, Fin.sum_univ_three, h]
  rw [hconj]
  -- move `C` through each term
  simp only [diracH, Fin.sum_univ_three, mul_add, add_mul, neg_mul, mul_smul_comm,
    smul_mul_assoc, chargeC_alpha, chargeC_beta, mul_one, one_mul, Pi.neg_apply]
  push_cast
  module
```

In the code, `.map (starRingEnd ℂ)` is entrywise conjugation. The intermediate statement `hconj` is where reality is used. The `simp only` step then moves C through every term with `chargeC_alpha` and `chargeC_beta`, and `module` compares the remaining linear combinations.

With a complex parameter the identity can fail. For p = 0, e = 0 and m = i, the left side is C conj(iβ) = iβC, whereas the right side is −iβC.

Reversing the momentum matches what conjugation does to a plane wave, since exp(ip·x) becomes exp(−ip·x). Reversing e alone is not always enough when a vector potential is present. Take m = φ = 0, e = 1 and p = A = (1, 0, 0). Then H(p,e) = 0 has only the energy 0, while H(p,−e) = 2α₁ has energies ±2. With p reversed as well, H(−p,−e) = 0, as the mirror demands.

## A nonzero spinor with a real energy

The theorem on states assumes that ψ is not zero and that H(p,e)ψ = Eψ with E real. Physically, ψ is a stationary state, though it need not be normalised. Conjugating the equation gives

conj(H(p,e)) ψ* = Eψ*,

and applying C with the central identity gives

H(−p,−e) Cψ* = −C conj(H(p,e)) ψ* = −E Cψ*.

The new spinor is not zero, because Cψ* = 0 would imply ψ* = C(Cψ*) = 0. As C is real and symmetric with C² = 1, it preserves the norm, so a normalised ψ gives a normalised Cψ*.

```lean
/-- If `ψ` is an eigenvector of `H(p,e)` with energy `E`, then `C ψ*` is an eigenvector
of `H(-p,-e)` with energy `-E`. -/
theorem eigenvector_mirror (m φ : ℝ) (A p : Fin 3 → ℝ) (e E : ℝ) (ψ : Fin 4 → ℂ)
    (hψ : ψ ≠ 0) (h : diracH m φ A p e *ᵥ ψ = (E : ℂ) • ψ) :
    chargeC *ᵥ star ψ ≠ 0 ∧
      diracH m φ A (-p) (-e) *ᵥ (chargeC *ᵥ star ψ)
        = (-(E : ℂ)) • (chargeC *ᵥ star ψ) := by
  constructor
  · -- `C` is invertible because it squares to one
    intro h0
    have h1 : chargeC *ᵥ (chargeC *ᵥ star ψ) = star ψ := by
      rw [Matrix.mulVec_mulVec, chargeC_real_and_sq.2, Matrix.one_mulVec]
    rw [h0, Matrix.mulVec_zero] at h1
    exact hψ (star_eq_zero.mp h1.symm)
  · -- conjugate the eigenvalue equation, then apply `C`
    have h1 : (diracH m φ A p e).map (starRingEnd ℂ) *ᵥ star ψ = (E : ℂ) • star ψ := by
      ext a
      have h2 := congrArg (starRingEnd ℂ) (congrFun h a)
      simpa [Matrix.mulVec, dotProduct, map_sum] using h2
    have h3 : diracH m φ A (-p) (-e) * chargeC
        = -(chargeC * (diracH m φ A p e).map (starRingEnd ℂ)) := by
      rw [charge_conjugation, neg_mul, neg_neg]
    rw [Matrix.mulVec_mulVec, h3, Matrix.neg_mulVec, ← Matrix.mulVec_mulVec, h1,
      Matrix.mulVec_smul, neg_smul]
```

Here `star ψ` is ψ* and `*ᵥ` is a matrix acting on a vector. The first half of the proof uses `hψ` together with C² = 1. The second half conjugates the eigenvalue equation in `h1`, rearranges the central identity in `h3`, and combines the two.

If ψ were zero, the eigenvalue equation would hold for every E and would identify no state. If E were allowed to be complex, conjugation would produce −E* in place of −E. Requiring E to be real loses no energies, because the Hamiltonian is Hermitian.

## Hermiticity and the count of levels

Hermiticity is derived from the real parameters and the explicit matrices, each of which equals its own conjugate transpose. It makes the energies real, and it also gives conj(H) = Hᵀ, which turns the central identity into a statement about determinants.

```lean
/-- The Dirac Hamiltonian is Hermitian. -/
theorem diracH_isHermitian (m φ : ℝ) (A p : Fin 3 → ℝ) (e : ℝ) :
    (diracH m φ A p e).IsHermitian := by
  have ha : ∀ i, (alpha i)ᴴ = alpha i := by
    intro i
    fin_cases i <;> ext a b <;> fin_cases a <;> fin_cases b <;> simp [alpha]
  have hb : betaᴴ = beta := by
    ext a b
    fin_cases a <;> fin_cases b <;> simp [beta]
  unfold Matrix.IsHermitian
  simp [diracH, Fin.sum_univ_three, Matrix.conjTranspose_add, Matrix.conjTranspose_smul,
    ha, hb]
```

For any complex z, the identity and C² = 1 give

C(z − H(p,e)ᵀ)C = z − C conj(H(p,e)) C = z + H(−p,−e) = −(−z − H(−p,−e)).

Now take determinants. The two factors det C multiply to 1, transposition leaves a determinant unchanged, and the overall minus sign contributes (−1)⁴ = 1. Hence

det(z − H(p,e)) = det(−z − H(−p,−e)).

```lean
/-- The characteristic polynomials mirror each other:
`det(z - H(p,e)) = det(-z - H(-p,-e))` for every complex `z`. -/
theorem spectrum_mirror (m φ : ℝ) (A p : Fin 3 → ℝ) (e : ℝ) (z : ℂ) :
    (z • 1 - diracH m φ A p e).det = ((-z) • 1 - diracH m φ A (-p) (-e)).det := by
  -- for a Hermitian matrix, conjugation is transposition
  have hT : (diracH m φ A p e).map (starRingEnd ℂ) = (diracH m φ A p e)ᵀ := by
    ext a b
    exact (diracH_isHermitian m φ A p e).apply b a
  have key : chargeC * (z • 1 - (diracH m φ A p e)ᵀ) * chargeC
      = -((-z) • 1 - diracH m φ A (-p) (-e)) := by
    rw [mul_sub, sub_mul, ← hT, charge_conjugation]
    simp only [mul_smul_comm, mul_one, smul_mul_assoc, mul_assoc, chargeC_real_and_sq.2]
    module
  have hC : chargeC.det * chargeC.det = 1 := by
    rw [← Matrix.det_mul, chargeC_real_and_sq.2, Matrix.det_one]
  have hX : (z • 1 - (diracH m φ A p e)ᵀ).det = (z • 1 - diracH m φ A p e).det := by
    rw [← Matrix.det_transpose (z • 1 - diracH m φ A p e), Matrix.transpose_sub,
      Matrix.transpose_smul, Matrix.transpose_one]
  -- the dimension is even, so the overall sign drops out
  have h4 : (-1 : ℂ) ^ Fintype.card (Fin 4) = 1 := by
    norm_num [Fintype.card_fin]
  have hd := congrArg Matrix.det key
  rw [Matrix.det_mul, Matrix.det_mul, Matrix.det_neg, hX, h4, one_mul] at hd
  linear_combination hd - (z • 1 - diracH m φ A p e).det * hC
```

In the proof, `hT` is the step from conjugation to transposition and `key` is the matrix equation above. The statements `hC`, `hX` and `h4` supply the three determinant facts, and `linear_combination` assembles them.

The determinant identity carries more information than the mapping of a single state. As a polynomial in z, the left side has a zero at each energy of H(p,e), repeated according to its degeneracy. An energy E of H(p,e) therefore has the same degeneracy as −E has for H(−p,−e). 

## A nonzero electrostatic energy

The last theorem shows by an example that the mirror can fail if the charge is not reversed. It takes a massless particle with p = 0 and A = 0, and assumes eφ ≠ 0, so that the potential shifts the energy of the particle. The Hamiltonian is then eφ times the identity matrix, and every spinor satisfies

Hψ = eφψ.

If a spinor also satisfied Hψ = −eφψ, subtraction would give 2eφψ = 0. Since eφ ≠ 0, this forces ψ = 0. The only energy is eφ, and −eφ is absent from the spectrum at the same charge. Reversing the momentum changes nothing here, because p = 0.

```lean
/-- For `m = 0`, `A = 0`, `p = 0` and `eφ ≠ 0`, every spinor satisfies `Hψ = eφ ψ`, and
only `ψ = 0` satisfies `Hψ = -eφ ψ`. -/
theorem no_mirror_at_fixed_charge (φ e : ℝ) (h : e * φ ≠ 0) :
    (∀ ψ : Fin 4 → ℂ, diracH 0 φ 0 0 e *ᵥ ψ = ((e * φ : ℝ) : ℂ) • ψ) ∧
      ∀ ψ : Fin 4 → ℂ, diracH 0 φ 0 0 e *ᵥ ψ = (-((e * φ : ℝ) : ℂ)) • ψ → ψ = 0 := by
  have hH : diracH 0 φ 0 0 e = ((e * φ : ℝ) : ℂ) • 1 := by
    simp [diracH]
  have h1 : ∀ ψ : Fin 4 → ℂ, diracH 0 φ 0 0 e *ᵥ ψ = ((e * φ : ℝ) : ℂ) • ψ := by
    intro ψ
    rw [hH, Matrix.smul_mulVec, Matrix.one_mulVec]
  refine ⟨h1, fun ψ hψ => ?_⟩
  -- both energies at once would force `2eφ ψ = 0`
  have h2 : ((e * φ : ℝ) : ℂ) • ψ = (-((e * φ : ℝ) : ℂ)) • ψ := (h1 ψ).symm.trans hψ
  have h3 : (2 * ((e * φ : ℝ) : ℂ)) • ψ = 0 := by
    linear_combination (norm := module) h2
  exact (smul_eq_zero.mp h3).resolve_left
    (mul_ne_zero two_ne_zero (Complex.ofReal_ne_zero.mpr h))

end

end DiracChargeConjugation
```

The proof follows the same route: `hH` reduces the Hamiltonian to a multiple of the identity, `h3` is the equation 2eφψ = 0, and the assumption `h` excludes a vanishing coefficient. Without it, eφ = 0 would make the Hamiltonian zero. Every spinor would then have energy 0, which is its own mirror image, and the example would show nothing.

```lean
#print axioms DiracChargeConjugation.charge_conjugation
#print axioms DiracChargeConjugation.eigenvector_mirror
#print axioms DiracChargeConjugation.spectrum_mirror
#print axioms DiracChargeConjugation.no_mirror_at_fixed_charge
```

```
'DiracChargeConjugation.charge_conjugation' depends on axioms: [propext, Classical.choice, Quot.sound]
'DiracChargeConjugation.eigenvector_mirror' depends on axioms: [propext, Classical.choice, Quot.sound]
'DiracChargeConjugation.spectrum_mirror' depends on axioms: [propext, Classical.choice, Quot.sound]
'DiracChargeConjugation.no_mirror_at_fixed_charge' depends on axioms: [propext, Classical.choice, Quot.sound]
```
